# Total coupling and logarithmic phonon frequency do not determine the one-frequency transition temperature

Estimates of a phonon-mediated superconductor's transition temperature often compress the phonon spectrum into two numbers, the total electron-phonon coupling $\lambda$ and the logarithmic average frequency, which raises the question of whether two spectra that agree in both must become superconducting at the same temperature. They need not in the one-frequency approximation to the Eliashberg equations without Coulomb repulsion, which keeps the gap only at the lowest Matsubara frequencies $\pm\pi T$: for every $\lambda>1$ except possibly $\lambda=2$, there are two spectra that share both numbers and differ in transition temperature.

In Lean 4 with Mathlib:

```lean
import Mathlib

open Finset

namespace OneFrequencyTc

noncomputable section

variable {ι : Type*} [Fintype ι]

/-- The pairing kernel at Matsubara frequency difference `ν` for modes with couplings `g`
and frequencies `w`. -/
def kernel (g w : ι → ℝ) (ν : ℝ) : ℝ := ∑ j, g j * w j ^ 2 / (w j ^ 2 + ν ^ 2)

/-- The total electron-phonon coupling. -/
def totalCoupling (g : ι → ℝ) : ℝ := ∑ j, g j

/-- The logarithmic average frequency, weighted by the couplings. -/
def logFrequency (g w : ι → ℝ) : ℝ :=
  Real.exp ((∑ j, g j * Real.log (w j)) / totalCoupling g)

/-- `T` is a one-frequency transition temperature: it is positive and the kernel at
`2 π T` equals one. -/
def IsTc (g w : ι → ℝ) (T : ℝ) : Prop := 0 < T ∧ kernel g w (2 * Real.pi * T) = 1

/-- A single positive number gives a positive one-mode family. -/
lemma pos_single {a : ℝ} (ha : 0 < a) : ∀ j, 0 < (![a] : Fin 1 → ℝ) j := by
  intro j
  fin_cases j
  simpa using ha

/-- Two positive numbers give a positive two-mode family. -/
lemma pos_pair {a b : ℝ} (ha : 0 < a) (hb : 0 < b) : ∀ j, 0 < (![a, b] : Fin 2 → ℝ) j :=
  Fin.forall_fin_two.2 ⟨ha, hb⟩

/-- For positive couplings and frequencies and at least one mode, the pairing kernel decreases
strictly on `ν ≥ 0`. -/
theorem kernel_lt [Nonempty ι] {g w : ι → ℝ} (hg : ∀ j, 0 < g j) (hw : ∀ j, 0 < w j)
    {a b : ℝ} (ha : 0 ≤ a) (hab : a < b) : kernel g w b < kernel g w a := by
  refine Finset.sum_lt_sum_of_nonempty Finset.univ_nonempty fun j _ => ?_
  have h1 := hg j
  have h2 := hw j
  have h3 : a ^ 2 < b ^ 2 := by nlinarith
  exact div_lt_div_of_pos_left (by positivity) (by positivity) (by linarith)

/-- For positive couplings and frequencies, a positive trial temperature lies below the transition
temperature exactly when its kernel exceeds one, and equals it exactly when its kernel is one. -/
theorem compare_tc [Nonempty ι] {g w : ι → ℝ} (hg : ∀ j, 0 < g j) (hw : ∀ j, 0 < w j)
    {T T' : ℝ} (hT : 0 < T) (hT' : IsTc g w T') :
    (T < T' ↔ 1 < kernel g w (2 * Real.pi * T)) ∧
      (T = T' ↔ kernel g w (2 * Real.pi * T) = 1) := by
  have hp : 0 < 2 * Real.pi := by positivity
  rcases lt_trichotomy T T' with h | h | h
  · have k := kernel_lt hg hw (mul_pos hp hT).le (mul_lt_mul_of_pos_left h hp)
    rw [hT'.2] at k
    exact ⟨iff_of_true h k, iff_of_false h.ne k.ne'⟩
  · subst h
    exact ⟨iff_of_false (lt_irrefl _) (by rw [hT'.2]; exact lt_irrefl _),
      iff_of_true rfl hT'.2⟩
  · have k := kernel_lt hg hw (mul_pos hp hT'.1).le (mul_lt_mul_of_pos_left h hp)
    rw [hT'.2] at k
    exact ⟨iff_of_false (not_lt_of_ge h.le) (not_lt_of_ge k.le), iff_of_false h.ne' k.ne⟩

/-- A spectrum with positive couplings and frequencies and total coupling above one has exactly one
one-frequency transition temperature. -/
theorem existsUnique_tc {g w : ι → ℝ} (hg : ∀ j, 0 < g j) (hw : ∀ j, 0 < w j)
    (h : 1 < totalCoupling g) : ∃! T, IsTc g w T := by
  have hne : Nonempty ι := by
    rcases isEmpty_or_nonempty ι with he | he
    · have h0 : totalCoupling g = 0 := by simp [totalCoupling]
      linarith
    · exact he
  -- at zero frequency the kernel is the total coupling
  have h0 : kernel g w 0 = totalCoupling g := by
    refine Finset.sum_congr rfl fun j _ => ?_
    rw [zero_pow two_ne_zero, add_zero, mul_div_assoc,
      div_self (pow_ne_zero 2 (hw j).ne'), mul_one]
  -- at the frequency whose square is `∑ g w²` the kernel is at most one
  obtain ⟨S, hS⟩ : ∃ S, S = ∑ j, g j * w j ^ 2 := ⟨_, rfl⟩
  have hSpos : 0 < S := by
    rw [hS]
    exact Finset.sum_pos (fun j _ => mul_pos (hg j) (pow_pos (hw j) 2)) Finset.univ_nonempty
  have h1 : kernel g w (Real.sqrt S) ≤ 1 := by
    calc kernel g w (Real.sqrt S) ≤ ∑ j, g j * w j ^ 2 / S := by
          refine Finset.sum_le_sum fun j _ => ?_
          have a1 := hg j
          have a2 := hw j
          rw [Real.sq_sqrt hSpos.le]
          exact div_le_div_of_nonneg_left (by positivity) hSpos
            (by linarith [sq_nonneg (w j)])
      _ = 1 := by rw [← Finset.sum_div, ← hS, div_self hSpos.ne']
  have hc : Continuous (kernel g w) := by
    refine continuous_finsetSum _ fun j _ => ?_
    refine Continuous.div continuous_const (by fun_prop) fun ν => ?_
    have a2 := hw j
    positivity
  obtain ⟨ν, hν, hν1⟩ := intermediate_value_Icc' (Real.sqrt_nonneg S) hc.continuousOn
    ⟨h1, by rw [h0]; exact h.le⟩
  have hνpos : 0 < ν := by
    refine lt_of_le_of_ne hν.1 fun h' => ?_
    rw [← h', h0] at hν1
    linarith
  have hT : IsTc g w (ν / (2 * Real.pi)) := by
    refine ⟨by positivity, ?_⟩
    rw [mul_div_cancel₀ ν (by positivity : 2 * Real.pi ≠ 0)]
    exact hν1
  exact ⟨_, hT, fun T' hT' => (compare_tc hg hw hT'.1 hT).2.2 hT'.2⟩

/-- The Einstein mode and the pair at `Ω / r` and `Ω r` have the same total coupling and the
same logarithmic frequency. -/
theorem shared_moments {lam Ω r : ℝ} (hl : 0 < lam) (hΩ : 0 < Ω) (hr : 0 < r) :
    (totalCoupling ![lam] = lam ∧ logFrequency ![lam] ![Ω] = Ω) ∧
      (totalCoupling ![lam / 2, lam / 2] = lam ∧
        logFrequency ![lam / 2, lam / 2] ![Ω / r, Ω * r] = Ω) := by
  refine ⟨⟨by simp [totalCoupling], ?_⟩, ⟨by simp [totalCoupling], ?_⟩⟩
  · simp [logFrequency, totalCoupling, mul_div_cancel_left₀ _ hl.ne', Real.exp_log hΩ]
  · have h : (lam / 2 * Real.log (Ω / r) + lam / 2 * Real.log (Ω * r)) / (lam / 2 + lam / 2)
        = Real.log Ω := by
      rw [Real.log_div hΩ.ne' hr.ne', Real.log_mul hΩ.ne' hr.ne', div_eq_iff (by positivity)]
      ring
    simp only [logFrequency, totalCoupling, Fin.sum_univ_two]
    exact (congrArg Real.exp h).trans (Real.exp_log hΩ)

/-- The transition temperature of an Einstein mode obeys `(2 π T)² = Ω² (λ - 1)`. -/
theorem einstein_tc {lam Ω T : ℝ} (hΩ : 0 < Ω) (hT : IsTc ![lam] ![Ω] T) :
    (2 * Real.pi * T) ^ 2 = Ω ^ 2 * (lam - 1) := by
  have h : lam * Ω ^ 2 / (Ω ^ 2 + (2 * Real.pi * T) ^ 2) = 1 := by
    simpa [kernel] using hT.2
  rw [div_eq_one_iff_eq (by positivity)] at h
  linear_combination (-1) * h

/-- The kernel of the pair minus that of the Einstein mode, in closed form. -/
theorem kernel_excess {lam Ω r : ℝ} (hΩ : 0 < Ω) (hr : 0 < r) (ν : ℝ) :
    kernel ![lam / 2, lam / 2] ![Ω / r, Ω * r] ν - kernel ![lam] ![Ω] ν =
      (r ^ 2 - 1) ^ 2 * (lam * Ω ^ 2 * ν ^ 2 / (2 * (Ω ^ 2 + ν ^ 2) *
        (Ω ^ 2 + r ^ 2 * ν ^ 2) * (Ω ^ 2 * r ^ 2 + ν ^ 2))) * (ν ^ 2 - Ω ^ 2) := by
  have h1 : lam / 2 * (Ω / r) ^ 2 / ((Ω / r) ^ 2 + ν ^ 2)
      = lam / 2 * Ω ^ 2 / (Ω ^ 2 + r ^ 2 * ν ^ 2) := by
    rw [div_eq_div_iff (by positivity) (by positivity)]
    field_simp
  have hS : kernel ![lam / 2, lam / 2] ![Ω / r, Ω * r] ν
      = lam / 2 * (Ω / r) ^ 2 / ((Ω / r) ^ 2 + ν ^ 2)
        + lam / 2 * (Ω * r) ^ 2 / ((Ω * r) ^ 2 + ν ^ 2) := Fin.sum_univ_two _
  have hE : kernel ![lam] ![Ω] ν = lam * Ω ^ 2 / (Ω ^ 2 + ν ^ 2) := by simp [kernel]
  rw [hS, hE, h1, mul_pow]
  have n1 : Ω ^ 2 + ν ^ 2 ≠ 0 := by positivity
  have n2 : Ω ^ 2 + r ^ 2 * ν ^ 2 ≠ 0 := by positivity
  have n3 : Ω ^ 2 * r ^ 2 + ν ^ 2 ≠ 0 := by positivity
  field_simp
  ring

/-- For `r ≠ 1`, the Einstein mode and the pair at `Ω / r` and `Ω r` have equal transition
temperatures exactly when `λ = 2`, and the pair has the higher one exactly when `λ > 2`. -/
theorem split_vs_einstein {lam Ω r TE TS : ℝ} (hΩ : 0 < Ω) (hr : 0 < r) (hr1 : r ≠ 1)
    (hE : IsTc ![lam] ![Ω] TE) (hS : IsTc ![lam / 2, lam / 2] ![Ω / r, Ω * r] TS) :
    (TE = TS ↔ lam = 2) ∧ (TE < TS ↔ 2 < lam) := by
  have hν := einstein_tc hΩ hE
  have hνpos : 0 < 2 * Real.pi * TE := mul_pos (by positivity) hE.1
  have hl : 0 < lam := by
    have h1 : 0 < Ω ^ 2 * (lam - 1) := by rw [← hν]; exact pow_pos hνpos 2
    have h2 := (mul_pos_iff_of_pos_left (pow_pos hΩ 2)).1 h1
    linarith
  have hne : r ^ 2 - 1 ≠ 0 := by
    intro h
    have h' : (r - 1) * (r + 1) = 0 := by linear_combination h
    rcases mul_eq_zero.1 h' with h' | h'
    · exact hr1 (by linarith)
    · linarith
  have hsq : 0 < (r ^ 2 - 1) ^ 2 :=
    lt_of_le_of_ne (sq_nonneg _) (Ne.symm (pow_ne_zero 2 hne))
  -- at the Einstein temperature the kernel of the pair exceeds one by a multiple of `λ - 2`
  obtain ⟨C, hC, hk⟩ : ∃ C : ℝ, 0 < C ∧
      kernel ![lam / 2, lam / 2] ![Ω / r, Ω * r] (2 * Real.pi * TE) = 1 + C * (lam - 2) := by
    have hx := kernel_excess (lam := lam) hΩ hr (2 * Real.pi * TE)
    rw [hE.2] at hx
    generalize 2 * Real.pi * TE = ν at hx hν hνpos ⊢
    refine ⟨(r ^ 2 - 1) ^ 2 * (lam * Ω ^ 2 * ν ^ 2 / (2 * (Ω ^ 2 + ν ^ 2) *
      (Ω ^ 2 + r ^ 2 * ν ^ 2) * (Ω ^ 2 * r ^ 2 + ν ^ 2))) * Ω ^ 2,
      mul_pos (mul_pos hsq (by positivity)) (by positivity), ?_⟩
    have hd : ν ^ 2 - Ω ^ 2 = Ω ^ 2 * (lam - 2) := by linear_combination hν
    rw [hd, ← mul_assoc] at hx
    linarith
  have cmp := compare_tc (pos_pair (half_pos hl) (half_pos hl))
    (pos_pair (div_pos hΩ hr) (mul_pos hΩ hr)) hE.1 hS
  rw [cmp.1, cmp.2, hk]
  refine ⟨⟨fun h => ?_, fun h => by rw [h]; ring⟩, ⟨fun h => ?_, fun h => ?_⟩⟩
  · have h' : C * (lam - 2) = 0 := by linarith
    rcases mul_eq_zero.1 h' with h' | h' <;> linarith
  · have h' := (mul_pos_iff_of_pos_left hC).1 (by linarith : 0 < C * (lam - 2))
    linarith
  · have h' := mul_pos hC (sub_pos.2 h)
    linarith

/-- The case of an Einstein mode at `1` against two modes at `1/2` and `2`. -/
theorem half_and_two {lam TE TS : ℝ} (hE : IsTc ![lam] ![1] TE)
    (hS : IsTc ![lam / 2, lam / 2] ![1 / 2, 2] TS) :
    (TE = TS ↔ lam = 2) ∧ (TE < TS ↔ 2 < lam) :=
  split_vs_einstein (Ω := 1) (r := 2) one_pos two_pos (by norm_num) hE
    (by rw [one_mul]; exact hS)

/-- For total coupling `λ > 1` other than `2` and any logarithmic frequency `Ω`, no single
temperature is the transition temperature of all spectra sharing these two values. -/
theorem moments_do_not_fix_tc {lam Ω : ℝ} (hl : 1 < lam) (hl2 : lam ≠ 2) (hΩ : 0 < Ω) :
    ¬ ∃ t : ℝ, ∀ (n : ℕ) (g w : Fin n → ℝ), (∀ j, 0 < g j) → (∀ j, 0 < w j) →
      totalCoupling g = lam → logFrequency g w = Ω → ∀ T, IsTc g w T → T = t := by
  rintro ⟨t, ht⟩
  have h0 : 0 < lam := by linarith
  obtain ⟨⟨e1, e2⟩, ⟨s1, s2⟩⟩ := shared_moments h0 hΩ (two_pos : (0 : ℝ) < 2)
  have gE := pos_single h0
  have wE := pos_single hΩ
  have gS := pos_pair (half_pos h0) (half_pos h0)
  have wS := pos_pair (div_pos hΩ (two_pos : (0 : ℝ) < 2)) (mul_pos hΩ two_pos)
  obtain ⟨TE, hE, _⟩ := existsUnique_tc gE wE (by rw [e1]; exact hl)
  obtain ⟨TS, hS, _⟩ := existsUnique_tc gS wS (by rw [s1]; exact hl)
  have hEt := ht 1 _ _ gE wE e1 e2 TE hE
  have hSt := ht 2 _ _ gS wS s1 s2 TS hS
  exact hl2 ((split_vs_einstein hΩ two_pos (by norm_num) hE hS).1.1 (hEt.trans hSt.symm))

end

end OneFrequencyTc
```

```lean
#print axioms OneFrequencyTc.half_and_two
#print axioms OneFrequencyTc.moments_do_not_fix_tc
```

```
'OneFrequencyTc.half_and_two' depends on axioms: [propext, Classical.choice, Quot.sound]
'OneFrequencyTc.moments_do_not_fix_tc' depends on axioms: [propext, Classical.choice, Quot.sound]
```

## Two spectra with the same averages

The first spectrum is an Einstein mode at frequency $\Omega$ with coupling $\lambda$. The second is a pair of modes at $\Omega/r$ and $\Omega r$, each with coupling $\lambda/2$, where $r>0$ and $r\neq1$. Let $T_E$ and $T_S$ be their transition temperatures, `TE` and `TS` in the code. The theorem `split_vs_einstein` says that

$$T_E=T_S \iff \lambda=2,\qquad T_E<T_S\iff\lambda>2 .$$

`half_and_two` is the case $\Omega=1$, $r=2$, with modes at $1/2$ and $2$. Both theorems take the two temperatures as given. `existsUnique_tc` supplies them: a spectrum with positive couplings and frequencies and total coupling above one has exactly one transition temperature.

`moments_do_not_fix_tc` draws the consequence. For $\lambda>1$, $\lambda\ne2$ and $\Omega>0$, no single number $t$ is the transition temperature of all finite positive spectra with total coupling $\lambda$ and logarithmic frequency $\Omega$. At $\lambda=2$ the two spectra above agree, and the theorem is silent there.

In this truncated model, then, a formula for the transition temperature that takes only $\lambda$ and the logarithmic frequency as input must be wrong for at least one of the two spectra whenever $\lambda>1$ and $\lambda\neq2$.

## The physics in the definitions

A spectrum is a finite family of modes $j$ with couplings $g_j$ and frequencies $w_j$, in units with $\hbar=k_B=1$. The code calls the following quantities `kernel`, `totalCoupling` and `logFrequency`:

$$K(\nu)=\sum_j\frac{g_jw_j^2}{w_j^2+\nu^2},\qquad \sum_j g_j,\qquad \exp\frac{\sum_j g_j\ln w_j}{\sum_j g_j}.$$

The list `![lam]` is a one-mode family, and `![lam / 2, lam / 2]` holds the couplings of the pair.

`IsTc g w T` means $T>0$ and $K(2\pi T)=1$. This condition is a definition in the file. It comes from the linearised Eliashberg equations when the gap $\Delta$ is kept only at the Matsubara frequencies $\pm\pi T$, where it takes equal values. The mass renormalisation at $\pi T$ is $1+K(0)$, because the other terms of its sum cancel in pairs, so

$$[1+K(0)]\,\Delta=[K(0)+K(2\pi T)]\,\Delta ,$$

and a nonzero gap requires $K(2\pi T)=1$.

The truncation has a price. For a spectrum with at least one mode and positive couplings and frequencies, $K(\nu)<\lambda$ when $\nu>0$, so it gives no transition at all for $\lambda\le1$. The theorems concern this approximate temperature and do not locate a crossover at $\lambda=2$ in the full Eliashberg equations.

The spectrum could also have been modelled as a positive measure on the frequencies, which would include continuous phonon spectra. The two spectra above would remain valid examples, as point masses. The definition of the logarithmic frequency would then need $\ln w$ to be integrable, and the existence proof would need a limit argument for $K(\nu)\to0$, because the finite sum $\sum_j g_jw_j^2$ used below could become an infinite integral.

## From the kernel to the sign of $\lambda-2$

**The averages agree.** The pair has total coupling $\lambda/2+\lambda/2=\lambda$. Its mean logarithm is

$$\tfrac12(\ln\Omega-\ln r)+\tfrac12(\ln\Omega+\ln r)=\ln\Omega .$$

`shared_moments` does this with the rules for logarithms of quotients and products.

**The kernel orders temperatures.** Each term of $K$ falls strictly as $\nu\ge0$ grows, and `kernel_lt` sums these inequalities. A trial temperature $T$ therefore lies below the transition temperature exactly when $K(2\pi T)>1$, and equals it exactly when $K(2\pi T)=1$. `compare_tc` proves this by splitting into the three possible orders of the two temperatures.

**A transition temperature exists.** At $\nu=0$ the kernel equals the total coupling, which exceeds one. Put $S=\sum_jg_jw_j^2$. At $\nu=\sqrt S$,

$$K(\sqrt S)=\sum_j\frac{g_jw_j^2}{w_j^2+S}\le\sum_j\frac{g_jw_j^2}{S}=1 .$$

By continuity $K$ equals one somewhere in between, at some $\nu>0$, and $T=\nu/(2\pi)$. `existsUnique_tc` uses the intermediate value theorem here and takes uniqueness from `compare_tc`.

**The Einstein mode.** With $\nu_E=2\pi T_E$, the condition $\lambda\Omega^2/(\Omega^2+\nu_E^2)=1$ gives $\nu_E^2=\Omega^2(\lambda-1)$, which is `einstein_tc`. In particular, $\lambda>1$ whenever $T_E$ exists.

**The difference of the kernels.** Write $K_E$ and $K_S$ for the kernels of the Einstein mode and the pair. Then

$$K_S-K_E=\frac{\lambda\Omega^2}{2}\left[\frac1{\Omega^2+r^2\nu^2}+\frac{r^2}{\Omega^2r^2+\nu^2}-\frac2{\Omega^2+\nu^2}\right].$$

Subtracting $1/(\Omega^2+\nu^2)$ from each of the first two fractions turns the bracket into

$$\frac{(r^2-1)\nu^2}{\Omega^2+\nu^2}\left[\frac1{\Omega^2r^2+\nu^2}-\frac1{\Omega^2+r^2\nu^2}\right],$$

and the remaining bracket has numerator $(r^2-1)(\nu^2-\Omega^2)$. Hence

$$K_S-K_E=\frac{\lambda\Omega^2\nu^2(r^2-1)^2\,(\nu^2-\Omega^2)}{2(\Omega^2+\nu^2)(\Omega^2+r^2\nu^2)(\Omega^2r^2+\nu^2)} .$$

`kernel_excess` checks this identity by clearing denominators with `field_simp` and comparing polynomials with `ring`.

**The comparison.** At $\nu_E$ we have $K_E=1$ and $\nu_E^2-\Omega^2=\Omega^2(\lambda-2)$. Therefore

$$K_S(\nu_E)=1+C(\lambda-2),\qquad C>0,$$

where $C$ collects the remaining factors and is positive because $r\ne1$. `split_vs_einstein` constructs this `C` and applies `compare_tc` to the pair at the trial temperature $T_E$: the kernel exceeds one exactly when $\lambda>2$ and equals one exactly when $\lambda=2$.

For `moments_do_not_fix_tc`, suppose that a common $t$ existed. The two spectra with $r=2$ meet all its conditions, with `pos_single` and `pos_pair` supplying positivity, so $T_E=t=T_S$. That forces $\lambda=2$, which was excluded.
